# Two atoms with H = 0 and one collective decay channel: a cascade at rate 2g and a constant singlet population

Two atoms, each with a ground level 0 and an excited level 1, lose energy through one shared radiation channel. Write e_ab for the state with the atoms in levels a and b, E01 = |0⟩⟨1| for the lowering operator of one atom, and

J = E01⊗1 + 1⊗E01,  L = √g J

S = (e01 + e10)/√2,  A = (e01 − e10)/√2.

Here g is a decay rate, often written γ or Γ, and not an atom–field coupling. We want the populations p₁₁, p_S and p_A of e11, S and the singlet A, and the photon emission rate.

```lean
import Mathlib

open Matrix
open scoped Kronecker

namespace TwoAtomSuperradiance

noncomputable section

/-- Matrices on the state space of two two-level atoms; level 1 is the excited one. -/
abbrev TwoAtom := Matrix (Fin 2 × Fin 2) (Fin 2 × Fin 2) ℂ

/-- The single-atom lowering operator E01. -/
def lowering : Matrix (Fin 2) (Fin 2) ℂ := !![0, 1; 0, 0]

/-- The collective lowering operator E01 ⊗ 1 + 1 ⊗ E01. -/
def collective : TwoAtom := lowering ⊗ₖ 1 + 1 ⊗ₖ lowering

/-- The jump operator √g (E01 ⊗ 1 + 1 ⊗ E01), for a rate g ≥ 0. -/
def jump (g : ℝ) : TwoAtom := (Real.sqrt g : ℂ) • collective
```

With ħ = 1, the density matrix ρ obeys

dρ/dt = −i[H, ρ] + LρL† − ½(L†Lρ + ρL†L).

`IsSolution` sets H = 0 and demands this entry by entry.

```lean
/-- The Lindblad generator with Hamiltonian H and one jump operator L. -/
def lindblad (H L ρ : TwoAtom) : TwoAtom :=
  (-Complex.I) • (H * ρ - ρ * H) +
    (L * ρ * Lᴴ - (1 / 2 : ℂ) • (Lᴴ * L * ρ + ρ * (Lᴴ * L)))

/-- ρ solves the Lindblad equation with H = 0 and the collective jump operator, at all times. -/
def IsSolution (g : ℝ) (ρ : ℝ → TwoAtom) : Prop :=
  ∀ t i j, HasDerivAt (fun s => ρ s i j) (lindblad 0 (jump g) (ρ t) i j) t
```

The Lean names for e_ab, S and A are `ket a b`, `symmetric` and `singlet`. `population v ρ` is the complex number ⟨v|ρ|v⟩, defined for every matrix ρ; positivity and unit trace are never required. `emissionRate` is tr(L†Lρ).

```lean
/-- The product basis vector with atoms in levels a and b. -/
def ket (a b : Fin 2) : Fin 2 × Fin 2 → ℂ := fun p => if p = (a, b) then 1 else 0

/-- The symmetric one-excitation state (e01 + e10)/√2. -/
def symmetric : Fin 2 × Fin 2 → ℂ := fun p => (Real.sqrt 2 : ℂ)⁻¹ * (ket 0 1 p + ket 1 0 p)

/-- The singlet state (e01 - e10)/√2. -/
def singlet : Fin 2 × Fin 2 → ℂ := fun p => (Real.sqrt 2 : ℂ)⁻¹ * (ket 0 1 p - ket 1 0 p)

/-- The expectation ⟨v|ρ|v⟩, which is the population of v when v is normalised. -/
def population (v : Fin 2 × Fin 2 → ℂ) (ρ : TwoAtom) : ℂ := star v ⬝ᵥ (ρ *ᵥ v)

/-- The photon emission rate tr(L†Lρ) of the collective jump operator. -/
def emissionRate (g : ℝ) (ρ : TwoAtom) : ℂ := ((jump g)ᴴ * jump g * ρ).trace
```

## A nonnegative rate, g ≥ 0

By hand, g ≥ 0 gives √g·√g = g, so every dissipative term carries one factor g. `lindblad_jump` pulls that factor out. For g < 0, Lean's real square root is 0: the atoms would never decay, and exp(−2gt) would be wrong at every t ≠ 0.

```lean
lemma collective_apply (a b c d : Fin 2) : collective (a, b) (c, d) =
    lowering a c * (if b = d then 1 else 0) + (if a = c then 1 else 0) * lowering b d := by
  simp [collective, Matrix.one_apply]

lemma sqrt_mul_sqrt {g : ℝ} (hg : 0 ≤ g) : (Real.sqrt g : ℂ) * (Real.sqrt g : ℂ) = g := by
  rw [← Complex.ofReal_mul, Real.mul_self_sqrt hg]

lemma jump_adjoint (g : ℝ) : (jump g)ᴴ = (Real.sqrt g : ℂ) • collectiveᴴ := by
  rw [jump, Matrix.conjTranspose_smul, Complex.star_def, Complex.conj_ofReal]

lemma lindblad_jump {g : ℝ} (hg : 0 ≤ g) (ρ : TwoAtom) :
    lindblad 0 (jump g) ρ = (g : ℂ) • lindblad 0 collective ρ := by
  unfold lindblad
  rw [jump_adjoint]
  simp only [jump, Matrix.smul_mul, Matrix.mul_smul, smul_smul, sqrt_mul_sqrt hg,
    Matrix.zero_mul, Matrix.mul_zero, sub_self, smul_zero, zero_add]
  module
```

## No Hamiltonian, and one jump operator for both atoms

Physically, H = 0 describes equal transition frequencies in a rotating frame, without direct interaction between the atoms. The shared L means that the emitted photon does not reveal which atom decayed. The adjoint of J acts as

J†e11 = 0,  J†S = √2 e11,  J†A = 0,

and J†J multiplies e11 and S by 2 and A by 0. For each of these vectors v,

d⟨v|ρ|v⟩/dt = g(⟨J†v|ρ|J†v⟩ − ½⟨J†Jv|ρ|v⟩ − ½⟨v|ρ|J†Jv⟩),

which gives

dp₁₁/dt = −2g p₁₁

dp_S/dt = 2g p₁₁ − 2g p_S

dp_A/dt = 0.

`population_rates` states these three rates. Its proof writes the populations as matrix entries, expands the products and compares both sides with `ring`.

Different transition frequencies would mix S with A, and separate decay channels would empty A; in either case p_A would in general change.

```lean
lemma half : (Real.sqrt 2 : ℂ)⁻¹ * (Real.sqrt 2 : ℂ)⁻¹ = 1 / 2 := by
  rw [← mul_inv, sqrt_mul_sqrt (by norm_num)]
  norm_num

lemma population_excited (ρ : TwoAtom) : population (ket 1 1) ρ = ρ (1, 1) (1, 1) := by
  simp [population, ket, dotProduct, Matrix.mulVec]

lemma population_symmetric (ρ : TwoAtom) : population symmetric ρ =
    (ρ (0, 1) (0, 1) + ρ (0, 1) (1, 0) + ρ (1, 0) (0, 1) + ρ (1, 0) (1, 0)) / 2 := by
  simp [population, symmetric, ket, dotProduct, Matrix.mulVec, Fintype.sum_prod_type]
  linear_combination
    (ρ (0, 1) (0, 1) + ρ (0, 1) (1, 0) + ρ (1, 0) (0, 1) + ρ (1, 0) (1, 0)) * half

lemma population_singlet (ρ : TwoAtom) : population singlet ρ =
    (ρ (0, 1) (0, 1) - ρ (0, 1) (1, 0) - ρ (1, 0) (0, 1) + ρ (1, 0) (1, 0)) / 2 := by
  simp [population, singlet, ket, dotProduct, Matrix.mulVec, Fintype.sum_prod_type]
  linear_combination
    (ρ (0, 1) (0, 1) - ρ (0, 1) (1, 0) - ρ (1, 0) (0, 1) + ρ (1, 0) (1, 0)) * half

/-- Under the collective Lindblad generator with H = 0 and g ≥ 0, the doubly excited state empties
at rate 2g into the symmetric state, which empties at rate 2g, while the singlet population does not
change. -/
theorem population_rates {g : ℝ} (hg : 0 ≤ g) (ρ : TwoAtom) :
    population (ket 1 1) (lindblad 0 (jump g) ρ) = -(2 * g) * population (ket 1 1) ρ ∧
    population symmetric (lindblad 0 (jump g) ρ) =
      2 * g * population (ket 1 1) ρ - 2 * g * population symmetric ρ ∧
    population singlet (lindblad 0 (jump g) ρ) = 0 := by
  rw [lindblad_jump hg]
  simp only [population_excited, population_symmetric, population_singlet]
  refine ⟨?_, ?_, ?_⟩ <;>
    simp [lindblad, collective_apply, lowering, Matrix.mul_apply, Fintype.sum_prod_type,
      -mul_eq_mul_left_iff, -mul_eq_mul_right_iff, -mul_eq_zero, -div_eq_zero_iff] <;> ring
```

## The equation of motion holds at every time

That real atoms in the radiation field follow this memoryless equation is assumed, not derived. By hand, it turns the rates above into differential equations. The first gives

p₁₁(t) = exp(−2gt) p₁₁(0).

Multiplying the second by exp(2gt) gives

d/dt [exp(2gt) p_S] = 2g p₁₁(0),

and therefore

p_S(t) = exp(−2gt) (p_S(0) + 2gt p₁₁(0)).

In Lean, `hasDerivAt_population` passes from entries to populations. `driven_decay` is the integrating-factor step: for df/dt = −kf + kc exp(−kt), it shows that exp(kt) f(t) − kct has zero derivative. `populations` applies it with c = 0 for e11 and c = p₁₁(0) for S, for any initial matrix. If the equation failed at even one instant, ρ could jump there and p_A need not be constant. `IsSolution` also includes t < 0. This excludes no state prepared at t = 0, because a solution of this linear equation can be continued backwards, but the continued matrix need not be a density matrix: with ρ(0) = |e11⟩⟨e11| and g > 0, p_S is negative for t < 0.

```lean
lemma hasDerivAt_population {g : ℝ} {ρ : ℝ → TwoAtom} (h : IsSolution g ρ)
    (v : Fin 2 × Fin 2 → ℂ) (t : ℝ) : HasDerivAt (fun s => population v (ρ s))
      (population v (lindblad 0 (jump g) (ρ t))) t := by
  simp only [population, dotProduct, Matrix.mulVec]
  exact HasDerivAt.fun_sum fun i _ =>
    (HasDerivAt.fun_sum fun j _ => (h t i j).mul_const _).const_mul _

lemma hasDerivAt_exp (k t : ℝ) : HasDerivAt (fun s : ℝ => (Real.exp (k * s) : ℂ))
    ((k : ℂ) * (Real.exp (k * t) : ℂ)) t := by
  have h : HasDerivAt (fun s : ℝ => Real.exp (k * s)) (k * Real.exp (k * t)) t :=
    (((hasDerivAt_id' t).const_mul k).exp).congr_deriv (by ring)
  exact h.ofReal_comp.congr_deriv (Complex.ofReal_mul _ _)

/-- A level that decays at rate k and is fed by k c exp(-kt) has population
exp(-kt) (f(0) + k t c). -/
theorem driven_decay {f : ℝ → ℂ} {k : ℝ} {c : ℂ}
    (hf : ∀ t, HasDerivAt f (-k * f t + k * c * (Real.exp (-(k * t)) : ℂ)) t) (t : ℝ) :
    f t = (Real.exp (-(k * t)) : ℂ) * (f 0 + k * t * c) := by
  have he : ∀ s : ℝ, (Real.exp (k * s) : ℂ) * (Real.exp (-(k * s)) : ℂ) = 1 := fun s => by
    rw [← Complex.ofReal_mul, ← Real.exp_add, add_neg_cancel, Real.exp_zero, Complex.ofReal_one]
  -- the integrating factor turns the equation into a conservation law
  have hu : ∀ s : ℝ, HasDerivAt
      (fun s : ℝ => (Real.exp (k * s) : ℂ) * f s - (k : ℂ) * c * (s : ℂ)) 0 s := by
    intro s
    have h2 : HasDerivAt (fun s : ℝ => (k : ℂ) * c * (s : ℂ)) ((k : ℂ) * c * ((1 : ℝ) : ℂ)) s :=
      ((hasDerivAt_id' s).ofReal_comp).const_mul _
    refine (((hasDerivAt_exp k s).fun_mul (hf s)).fun_sub h2).congr_deriv ?_
    rw [Complex.ofReal_one]
    linear_combination (k : ℂ) * c * he s
  have hc := is_const_of_deriv_eq_zero (fun s => (hu s).differentiableAt)
    (fun s => (hu s).deriv) t 0
  simp only [mul_zero, Real.exp_zero, Complex.ofReal_one, Complex.ofReal_zero, one_mul,
    sub_zero] at hc
  linear_combination (Real.exp (-(k * t)) : ℂ) * hc - f t * he t

/-- For g ≥ 0 and any solution of the collective Lindblad equation with H = 0, whatever its initial
matrix, the singlet population is constant and the doubly excited and symmetric populations follow a
two-step cascade with equal rates 2g. -/
theorem populations {g : ℝ} (hg : 0 ≤ g) {ρ : ℝ → TwoAtom} (h : IsSolution g ρ) (t : ℝ) :
    population singlet (ρ t) = population singlet (ρ 0) ∧
    population (ket 1 1) (ρ t) = (Real.exp (-(2 * g * t)) : ℂ) * population (ket 1 1) (ρ 0) ∧
    population symmetric (ρ t) = (Real.exp (-(2 * g * t)) : ℂ) *
      (population symmetric (ρ 0) + 2 * g * t * population (ket 1 1) (ρ 0)) := by
  have hs : ∀ s, HasDerivAt (fun s => population singlet (ρ s)) 0 s := fun s =>
    (hasDerivAt_population h singlet s).congr_deriv (population_rates hg _).2.2
  have hE : ∀ s, population (ket 1 1) (ρ s) =
      (Real.exp (-(2 * g * s)) : ℂ) * population (ket 1 1) (ρ 0) := by
    intro s
    have := driven_decay (f := fun s => population (ket 1 1) (ρ s)) (k := 2 * g) (c := 0)
      (fun s => (hasDerivAt_population h _ s).congr_deriv (by
        rw [(population_rates hg _).1]; push_cast; ring)) s
    simpa only [mul_zero, add_zero] using this
  refine ⟨is_const_of_deriv_eq_zero (fun s => (hs s).differentiableAt)
    (fun s => (hs s).deriv) t 0, hE t, ?_⟩
  -- the symmetric state is fed by the decaying doubly excited state
  have := driven_decay (f := fun s => population symmetric (ρ s)) (k := 2 * g)
    (c := population (ket 1 1) (ρ 0))
    (fun s => (hasDerivAt_population h _ s).congr_deriv (by
      rw [(population_rates hg _).2.1, hE s]; push_cast; ring)) t
  simpa only [Complex.ofReal_mul, Complex.ofReal_ofNat] using this
```

## Both atoms excited at t = 0

The initial matrix |e11⟩⟨e11| has p₁₁(0) = 1 and p_S(0) = 0, so

p₁₁ = exp(−2gt),  p_S = 2gt exp(−2gt).

Since J†J has the value 2 on e11 and S only,

tr(L†Lρ) = 2g(p₁₁ + p_S) = 2g(1 + 2gt) exp(−2gt).

The step `key` is the first equality. A pair starting in A instead has p₁₁ = p_S = 0 and emits nothing.

For two atoms with one shared channel, these formulas provide reference values for numerical master-equation solvers.

```lean
/-- For g ≥ 0 and a solution of the collective Lindblad equation with H = 0 that starts with both
atoms excited, the doubly excited population is exp(-2gt) and the symmetric one-excitation
population is 2gt exp(-2gt). -/
theorem superradiance {g : ℝ} (hg : 0 ≤ g) {ρ : ℝ → TwoAtom} (h : IsSolution g ρ)
    (h0 : ρ 0 = Matrix.single (1, 1) (1, 1) 1) (t : ℝ) :
    population (ket 1 1) (ρ t) = (Real.exp (-(2 * g * t)) : ℂ) ∧
    population symmetric (ρ t) = 2 * g * t * (Real.exp (-(2 * g * t)) : ℂ) := by
  obtain ⟨-, h1, h2⟩ := populations hg h t
  have e1 : population (ket 1 1) (ρ 0) = 1 := by
    rw [population_excited, h0]; simp
  have e2 : population symmetric (ρ 0) = 0 := by
    rw [population_symmetric, h0]; simp
  rw [h1, h2, e1, e2]
  constructor <;> ring

/-- For g ≥ 0 and a solution of the collective Lindblad equation with H = 0 that starts with both
atoms excited, the photon emission rate is 2g (1 + 2gt) exp(-2gt). -/
theorem emission_rate {g : ℝ} (hg : 0 ≤ g) {ρ : ℝ → TwoAtom} (h : IsSolution g ρ)
    (h0 : ρ 0 = Matrix.single (1, 1) (1, 1) 1) (t : ℝ) :
    emissionRate g (ρ t) = ((2 * g * (1 + 2 * g * t) * Real.exp (-(2 * g * t)) : ℝ) : ℂ) := by
  -- only the doubly excited and the symmetric state radiate
  have key : emissionRate g (ρ t) =
      2 * g * (population (ket 1 1) (ρ t) + population symmetric (ρ t)) := by
    rw [emissionRate, jump_adjoint, population_excited, population_symmetric]
    simp only [jump, Matrix.smul_mul, Matrix.mul_smul, smul_smul, sqrt_mul_sqrt hg,
      Matrix.trace_smul]
    simp [Matrix.trace, collective_apply, lowering, Matrix.mul_apply, Fintype.sum_prod_type,
      -mul_eq_mul_left_iff, -mul_eq_mul_right_iff]
    ring
  rw [key, (superradiance hg h h0 t).1, (superradiance hg h h0 t).2]
  push_cast
  ring
```

## The time window 0 < gt < 1/2

Two independently decaying excited atoms emit at the total rate 2g exp(−gt). With x = gt, the collective rate is larger when (1 + 2x) exp(−x) > 1. Because exp(−x) ≥ 1 − x,

(1 + 2x) exp(−x) ≥ (1 + 2x)(1 − x) = 1 + x(1 − 2x) > 1.

`nlinarith` combines the same two facts. At t = 0 the rates are equal, and at gt = 2 the collective one is smaller, so some upper limit is needed; 1/2 is sufficient but not sharp. The enhancement is relative to independent atoms: the collective rate itself falls from 2g, without the initial rise shown by three or more atoms that share one channel and all start excited.

```lean
/-- For a solution of the collective Lindblad equation with H = 0 that starts with both atoms
excited, and for g > 0 and 0 < gt < 1/2, the emission rate exceeds 2g exp(-gt), twice the
single-atom rate g exp(-gt). -/
theorem superradiant_enhancement {g t : ℝ} (hg : 0 < g) (ht : 0 < t) (hgt : g * t < 1 / 2)
    {ρ : ℝ → TwoAtom} (h : IsSolution g ρ) (h0 : ρ 0 = Matrix.single (1, 1) (1, 1) 1) :
    2 * g * Real.exp (-(g * t)) < (emissionRate g (ρ t)).re := by
  rw [emission_rate hg.le h h0, Complex.ofReal_re]
  have hx : 0 < g * t := mul_pos hg ht
  have h1 := Real.add_one_le_exp (-(g * t))
  have h2 : 1 < (1 + 2 * (g * t)) * Real.exp (-(g * t)) := by
    nlinarith [mul_nonneg (by linarith : 0 ≤ 1 + 2 * (g * t)) (sub_nonneg.mpr h1),
      mul_pos hx (by linarith : 0 < 1 - 2 * (g * t))]
  have h3 : Real.exp (-(2 * g * t)) = Real.exp (-(g * t)) * Real.exp (-(g * t)) := by
    rw [← Real.exp_add]; congr 1; ring
  have h4 : 0 < 2 * g * Real.exp (-(g * t)) := by positivity
  rw [h3]
  linarith [mul_lt_mul_of_pos_left h2 h4]
```

## An explicit solution from e11

`cascade` places the weights found above on e11 and S, and the remainder on e00. Its middle term uses the unnormalised vector e01 + e10, so the coefficient gt exp(−2gt) there means weight 2gt exp(−2gt) on S. `cascade_witness` differentiates this matrix and checks all sixteen entries, so a solution with the required initial state exists for every g ≥ 0.

```lean
/-- The cascade matrix with weights exp(-2gt) on e11, 2gt exp(-2gt) on the symmetric state
and the remainder on e00. -/
def cascade (g t : ℝ) : TwoAtom := Matrix.of fun i j =>
  (Real.exp (-(2 * g * t)) : ℂ) * (ket 1 1 i * ket 1 1 j) +
  g * t * (Real.exp (-(2 * g * t)) : ℂ) * ((ket 0 1 i + ket 1 0 i) * (ket 0 1 j + ket 1 0 j)) +
  (1 - (1 + 2 * g * t) * (Real.exp (-(2 * g * t)) : ℂ)) * (ket 0 0 i * ket 0 0 j)

/-- For g ≥ 0 the cascade matrix solves the Lindblad equation and starts with both atoms
excited. -/
theorem cascade_witness {g : ℝ} (hg : 0 ≤ g) :
    IsSolution g (cascade g) ∧ cascade g 0 = Matrix.single (1, 1) (1, 1) 1 := by
  constructor
  · intro t i j
    have hE := hasDerivAt_exp (-(2 * g)) t
    simp only [neg_mul, Complex.ofReal_neg, Complex.ofReal_mul, Complex.ofReal_ofNat] at hE
    have hs : HasDerivAt (fun s : ℝ => (s : ℂ)) ((1 : ℝ) : ℂ) t := (hasDerivAt_id' t).ofReal_comp
    -- collect the time dependence into exp(-2gs) and s exp(-2gs)
    have hfun : (fun s => cascade g s i j) = fun s : ℝ =>
        (Real.exp (-(2 * g * s)) : ℂ) * (ket 1 1 i * ket 1 1 j - ket 0 0 i * ket 0 0 j) +
        (s : ℂ) * (Real.exp (-(2 * g * s)) : ℂ) *
          (g * ((ket 0 1 i + ket 1 0 i) * (ket 0 1 j + ket 1 0 j)) -
            2 * g * (ket 0 0 i * ket 0 0 j)) + ket 0 0 i * ket 0 0 j := by
      funext s
      simp only [cascade, Matrix.of_apply]
      ring
    rw [hfun]
    refine (((hE.mul_const _).fun_add ((hs.fun_mul hE).mul_const _)).add_const _).congr_deriv ?_
    rw [lindblad_jump hg]
    simp only [cascade]
    generalize (Real.exp (-(2 * g * t)) : ℂ) = E
    obtain ⟨a, b⟩ := i
    obtain ⟨c, d⟩ := j
    fin_cases a <;> fin_cases b <;> fin_cases c <;> fin_cases d <;>
      simp [lindblad, collective_apply, lowering, ket, Matrix.mul_apply, Fintype.sum_prod_type,
        -mul_eq_mul_left_iff, -mul_eq_mul_right_iff, -mul_eq_zero] <;> ring
  · ext ⟨a, b⟩ ⟨c, d⟩
    fin_cases a <;> fin_cases b <;> fin_cases c <;> fin_cases d <;>
      simp [cascade, ket]

end

end TwoAtomSuperradiance
```

```lean
#print axioms TwoAtomSuperradiance.populations
#print axioms TwoAtomSuperradiance.superradiant_enhancement
```

```
'TwoAtomSuperradiance.populations' depends on axioms: [propext, Classical.choice, Quot.sound]
'TwoAtomSuperradiance.superradiant_enhancement' depends on axioms: [propext, Classical.choice, Quot.sound]
```
